# Orbital relaxation at fixed Fock matrix and electron number gains at most the squared occupied-virtual coupling divided by the gap

Let F be a real symmetric Fock matrix, and let P and Q be orthogonal projectors of equal trace, which describe two determinants with the same number of electrons. Suppose that the expectation value of F in any normalised orbital is at most a in the occupied space of P and at least a + D in its virtual space, with D > 0. Then

tr(FP) − tr(FQ) ≤ ‖(1−P)FP‖² / D,

where ‖·‖ is the Frobenius norm. For a determinant of optimized-effective-potential (OEP) orbitals, this limits how far one diagonalisation of the Fock matrix can lower tr(FP), in a finite basis and with F not rebuilt from the new orbitals. The quantity tr(FP) is the sum of the expectation values of F over the occupied orbitals, not the total energy.

## Determinants, energy and gap

In Lean 4 with Mathlib:

```lean
import Mathlib

open Matrix

namespace OEPRelaxation

noncomputable section

variable {n : Type*} [Fintype n] [DecidableEq n]
```

The index type `n` labels a finite orthonormal basis of real spin orbitals, each of which holds at most one electron. `Matrix n n ℝ` is the type of real square matrices over that basis.

```lean
/-- A real one-particle density matrix of a single determinant: an orthogonal projector. -/
structure IsProjector (P : Matrix n n ℝ) : Prop where
  transpose_eq : Pᵀ = P
  mul_self : P * P = P
```

A determinant is represented by its one-particle density matrix P. The two fields say Pᵀ = P and P² = P, and the trace of P is the electron number.

```lean
/-- The energy tr(FP) of the determinant P for a fixed Fock matrix F. -/
def energy (F P : Matrix n n ℝ) : ℝ := (F * P).trace
```

This is tr(FP), the sum of the expectation values of F over the occupied orbitals. It is not the Hartree–Fock total energy. With F built from P, it counts the electron–electron interaction twice, and here F stays fixed when the density matrix changes.

```lean
/-- The occupied-virtual block (1 - P) F P of a matrix F. -/
def occVirt (F P : Matrix n n ℝ) : Matrix n n ℝ := (1 - P) * F * P
```

The matrix (1−P)FP holds the elements of F between occupied and virtual orbitals.

```lean
/-- The squared Frobenius norm, the sum of the squares of all matrix elements. -/
def frobSq (K : Matrix n n ℝ) : ℝ := ∑ i, ∑ j, K i j ^ 2
```

`frobSq K` is already the square ‖K‖², so no further square appears in the theorems.

```lean
/-- As a quadratic form, F is at most a on the occupied space of P and at least a + D on
the virtual space. -/
def HasGap (F P : Matrix n n ℝ) (a D : ℝ) : Prop :=
  (∀ x, P *ᵥ x = x → x ⬝ᵥ F *ᵥ x ≤ a * (x ⬝ᵥ x)) ∧
  (∀ x, P *ᵥ x = 0 → (a + D) * (x ⬝ᵥ x) ≤ x ⬝ᵥ F *ᵥ x)
```

Here `*ᵥ` applies a matrix to a vector and `⬝ᵥ` is the dot product. The condition P x = x says that x lies in the occupied space, and P x = 0 that it lies in the virtual space. For these two cases the definition requires

x·Fx ≤ a x·x and x·Fx ≥ (a + D) x·x.

Thus D separates the occupied and virtual diagonal blocks of F. In general it is neither a gap between eigenvalues of F nor the Kohn–Sham gap. It is assumed, and it is a lower bound on the energy cost, at fixed F, of promoting an electron when the coupling between the two spaces is ignored.

## Counting holes and promoted electrons

```lean
/-- The projector onto the virtual space is again an orthogonal projector. -/
theorem IsProjector.compl {P : Matrix n n ℝ} (h : IsProjector P) : IsProjector (1 - P) := by
  refine ⟨by rw [Matrix.transpose_sub, Matrix.transpose_one, h.1], ?_⟩
  have e : (1 - P) * (1 - P) = 1 - P - P + P * P := by noncomm_ring
  rw [e, h.2]
  abel
```

Write R = 1 − P. Then Rᵀ = R and R² = 1 − 2P + P² = R, so the virtual space has an orthogonal projector too. The tactic `noncomm_ring` expands the product without exchanging factors.

```lean
omit [DecidableEq n] in
/-- For orthogonal projectors P and S, the trace of F times P S P is the sum of the values of the
quadratic form of F on the columns of P S, which need not be normalised. -/
theorem trace_sandwich (F : Matrix n n ℝ) {P S : Matrix n n ℝ}
    (hP : IsProjector P) (hS : IsProjector S) :
    (F * (P * S * P)).trace =
      ∑ j, (fun i => (P * S) i j) ⬝ᵥ F *ᵥ (fun i => (P * S) i j) := by
  calc (F * (P * S * P)).trace = ((P * S)ᵀ * (F * (P * S))).trace := by
        rw [Matrix.transpose_mul, hP.1, hS.1, Matrix.trace_mul_comm (S * P)]
        have e : F * (P * S) * (S * P) = F * (P * (S * S) * P) := by
          simp only [Matrix.mul_assoc]
        rw [e, hS.2]
    _ = _ := rfl
```

For a second projector S, let vⱼ be column j of PS. Since S² = S, we have PSP = (PS)(PS)ᵀ. The trace is cyclic, so

tr(F PSP) = tr((PS)ᵀ F (PS)) = Σⱼ vⱼ·Fvⱼ.

```lean
/-- For orthogonal projectors P and S, if F is at most a on the range of P, then the trace of F with
P S P is at most a times the trace of P S. -/
theorem trace_sandwich_le {F P S : Matrix n n ℝ} {a : ℝ}
    (hP : IsProjector P) (hS : IsProjector S)
    (h : ∀ x, P *ᵥ x = x → x ⬝ᵥ F *ᵥ x ≤ a * (x ⬝ᵥ x)) :
    (F * (P * S * P)).trace ≤ a * (P * S).trace := by
  have e : P * (P * S) = P * S := by rw [← Matrix.mul_assoc, hP.2]
  -- the case F = 1 gives the total weight of the columns
  have h1 := trace_sandwich 1 hP hS
  simp only [Matrix.one_mul, Matrix.one_mulVec] at h1
  rw [Matrix.trace_mul_comm (P * S) P, e] at h1
  rw [trace_sandwich F hP hS, h1, Finset.mul_sum]
  refine Finset.sum_le_sum fun j _ => h _ ?_
  exact funext fun i => congrArg (fun N : Matrix n n ℝ => N i j) e
```

Each column satisfies P vⱼ = vⱼ, so the assumed bound applies to it. Setting F = 1 in the previous lemma gives Σⱼ vⱼ·vⱼ = tr(PSP) = tr(PS). Summing over columns yields

tr(F PSP) ≤ a tr(PS).

```lean
/-- The squared norm of the occupied-virtual block of Q is at most the number of electrons
that Q places in the virtual space of P. -/
theorem frobSq_occVirt_le {P Q : Matrix n n ℝ} (hP : IsProjector P) (hQ : IsProjector Q) :
    frobSq (occVirt Q P) ≤ ((1 - P) * Q).trace := by
  have hR := hP.compl
  have hf : ∀ K : Matrix n n ℝ, frobSq K = (K * Kᵀ).trace := fun K => by
    simp only [frobSq, Matrix.trace, Matrix.diag_apply, Matrix.mul_apply,
      Matrix.transpose_apply, sq]
  -- the two blocks of (1 - P) Q together carry its whole norm
  have e : occVirt Q P * (occVirt Q P)ᵀ
      + ((1 - P) * Q * (1 - P)) * ((1 - P) * Q * (1 - P))ᵀ = (1 - P) * Q * (1 - P) := by
    simp only [occVirt, Matrix.transpose_mul, hP.1, hQ.1, hR.1]
    calc _ = (1 - P) * (Q * (P * P + (1 - P) * (1 - P)) * Q) * (1 - P) := by noncomm_ring
      _ = _ := by rw [hP.2, hR.2, add_sub_cancel, Matrix.mul_one, hQ.2]
  have ht := congrArg Matrix.trace e
  rw [Matrix.trace_add, ← hf, ← hf, Matrix.trace_mul_comm ((1 - P) * Q) (1 - P),
    ← Matrix.mul_assoc (1 - P) (1 - P) Q, hR.2] at ht
  have h0 : 0 ≤ frobSq ((1 - P) * Q * (1 - P)) :=
    Finset.sum_nonneg fun i _ => Finset.sum_nonneg fun j _ => sq_nonneg _
  linarith
```

Let m = tr(RQ), the number of electrons that Q places in the virtual space of P. Put X = RQP and Y = RQR. Because P + R = 1,

XXᵀ + YYᵀ = RQ(P + R)QR = RQR.

Taking traces gives ‖X‖² + ‖Y‖² = m, and therefore ‖X‖² ≤ m. In the code, `e` is the matrix identity and `ht` its trace. The tactic `linarith` then combines `ht` with ‖Y‖² ≥ 0.

## The relaxation bound

```lean
/-- Relaxing the determinant P to any Q with the same electron number, at fixed Fock matrix,
lowers the energy by at most the squared occupied-virtual norm of F divided by the gap D. -/
theorem relaxation_le {F P Q : Matrix n n ℝ} {a D : ℝ} (hF : Fᵀ = F)
    (hP : IsProjector P) (hQ : IsProjector Q) (hN : P.trace = Q.trace)
    (hD : 0 < D) (hgap : HasGap F P a D) :
    energy F P - energy F Q ≤ frobSq (occVirt F P) / D := by
  have hR := hP.compl
  -- energy of the holes and of the promoted electrons
  have h1 := trace_sandwich_le hP hQ.compl hgap.1
  have h2 : (-F * ((1 - P) * Q * (1 - P))).trace ≤ -(a + D) * ((1 - P) * Q).trace := by
    refine trace_sandwich_le hR hQ fun x hx => ?_
    rw [Matrix.sub_mulVec, Matrix.one_mulVec, sub_eq_self] at hx
    have := hgap.2 x hx
    rw [Matrix.neg_mulVec, dotProduct_neg]
    linarith
  rw [Matrix.neg_mul, Matrix.trace_neg] at h2
  -- equal electron number: as many holes as promoted electrons
  have ht : (P * (1 - Q)).trace = ((1 - P) * Q).trace := by
    rw [Matrix.mul_sub, Matrix.sub_mul, Matrix.mul_one, Matrix.one_mul,
      Matrix.trace_sub, Matrix.trace_sub, hN]
  rw [ht] at h1
  -- block decomposition of the energy difference
  have hE : F * (P * P) - F * Q = F * (P * (1 - Q) * P) - F * ((1 - P) * Q * (1 - P))
      - F * (P * Q * (1 - P)) - F * ((1 - P) * Q * P) := by noncomm_ring
  rw [hP.2] at hE
  have hE' := congrArg Matrix.trace hE
  simp only [Matrix.trace_sub] at hE'
  have hs : (F * ((1 - P) * Q * P)).trace = (F * (P * Q * (1 - P))).trace := by
    rw [← Matrix.trace_transpose (F * ((1 - P) * Q * P))]
    simp only [Matrix.transpose_mul, hF, hP.1, hQ.1, hR.1]
    rw [Matrix.trace_mul_comm, Matrix.mul_assoc P Q]
  have hc : (occVirt F P * (occVirt Q P)ᵀ).trace = (F * (P * Q * (1 - P))).trace := by
    simp only [occVirt, Matrix.transpose_mul, hP.1, hQ.1, hR.1]
    calc ((1 - P) * F * P * (P * (Q * (1 - P)))).trace
        = ((1 - P) * (F * (P * P) * Q * (1 - P))).trace := by simp only [Matrix.mul_assoc]
      _ = (F * (P * P) * Q * ((1 - P) * (1 - P))).trace := by
        rw [Matrix.trace_mul_comm]; simp only [Matrix.mul_assoc]
      _ = _ := by rw [hP.2, hR.2]; simp only [Matrix.mul_assoc]
  -- completing the square in the coupling term
  have hsq : frobSq (occVirt F P + D • occVirt Q P) = frobSq (occVirt F P)
      + 2 * D * (occVirt F P * (occVirt Q P)ᵀ).trace + D ^ 2 * frobSq (occVirt Q P) := by
    simp only [frobSq, Matrix.trace, Matrix.diag_apply, Matrix.mul_apply,
      Matrix.transpose_apply, Matrix.add_apply, Matrix.smul_apply, smul_eq_mul,
      Finset.mul_sum, ← Finset.sum_add_distrib]
    refine Finset.sum_congr rfl fun i _ => Finset.sum_congr rfl fun j _ => ?_
    ring
  have h0 : 0 ≤ frobSq (occVirt F P + D • occVirt Q P) :=
    Finset.sum_nonneg fun i _ => Finset.sum_nonneg fun j _ => sq_nonneg _
  rw [hsq, hc] at h0
  have hx := mul_le_mul_of_nonneg_left (frobSq_occVirt_le hP hQ) (sq_nonneg D)
  have hg : energy F P - energy F Q ≤
      -D * ((1 - P) * Q).trace - 2 * (F * (P * Q * (1 - P))).trace := by
    unfold energy
    linarith
  rw [le_div_iff₀ hD]
  have hm := mul_le_mul_of_nonneg_left hg hD.le
  linarith
```

The hypotheses before the final colon are those of the opening: `hF` is the symmetry of F, `hN` the equal electron number, and `hgap` the separation of the blocks. The argument by hand starts by splitting Q with P and R:

P − Q = P(1−Q)P − RQR − PQR − RQP.

Multiply by F and take the trace. The last two terms contribute equally because F is symmetric, so with c = tr(F PQR),

tr(FP) − tr(FQ) = tr(F P(1−Q)P) − tr(F RQR) − 2c.

The first term on the right belongs to the holes. Their number is tr(P(1−Q)) = tr P − tr(PQ) = tr Q − tr(PQ) = m, so this term is at most a m. The promoted electrons satisfy tr(F RQR) ≥ (a + D) m. Together,

tr(FP) − tr(FQ) ≤ −D m − 2c.

Only the coupling c can favour relaxation. With B = RFP it equals tr(BXᵀ), the sum of products of matching elements of B and X. Completing the square and using ‖X‖² ≤ m gives

0 ≤ ‖B + D X‖² = ‖B‖² + 2D c + D²‖X‖² ≤ ‖B‖² + 2D c + D² m.

Hence −D m − 2c ≤ ‖B‖²/D, which proves the bound.

The code takes the same steps in a different order. `h1` and `h2` bound the hole and promotion terms, the second by applying the column lemma to −F. `ht` equates the two electron counts, and `hE` is the block decomposition. `hs` and `hc` identify the coupling terms, `hsq` expands the square, and `hg` is the inequality with −D m − 2c. Finally, `le_div_iff₀` turns division by D into multiplication, and `linarith` combines the inequalities.

## Stationary and Kohn–Sham determinants

```lean
/-- If F has a gap D > 0 between the occupied and virtual spaces of P and its occupied-virtual block
vanishes, no determinant Q with the same electron number has a lower energy than P at fixed Fock
matrix. -/
theorem energy_le_of_occVirt_eq_zero {F P Q : Matrix n n ℝ} {a D : ℝ} (hF : Fᵀ = F)
    (hP : IsProjector P) (hQ : IsProjector Q) (hN : P.trace = Q.trace)
    (hD : 0 < D) (hgap : HasGap F P a D) (hB : occVirt F P = 0) :
    energy F P ≤ energy F Q := by
  have h := relaxation_le hF hP hQ hN hD hgap
  have hz : frobSq (0 : Matrix n n ℝ) = 0 := by simp [frobSq]
  rw [hB, hz, zero_div] at h
  linarith
```

If (1−P)FP = 0, the right-hand side of the bound is zero, so tr(FP) ≤ tr(FQ) for every Q with the same electron number. When F is the Fock matrix built from P itself, the vanishing block is the Hartree–Fock stationarity condition. With the gap, it makes P a minimiser for this fixed F, which does not by itself make P a minimiser of the Hartree–Fock total energy.

```lean
/-- If P commutes with a matrix h, such as a Kohn-Sham matrix, the energy gain at equal electron
number is bounded by the squared occupied-virtual norm of the difference F - h divided by the gap D
of F between the occupied and virtual spaces of P. -/
theorem relaxation_le_of_commute {F P Q h : Matrix n n ℝ} {a D : ℝ} (hF : Fᵀ = F)
    (hP : IsProjector P) (hQ : IsProjector Q) (hN : P.trace = Q.trace)
    (hD : 0 < D) (hgap : HasGap F P a D) (hcomm : h * P = P * h) :
    energy F P - energy F Q ≤ frobSq (occVirt (F - h) P) / D := by
  have hz : (1 - P) * h * P = 0 := by
    rw [Matrix.mul_assoc, hcomm, ← Matrix.mul_assoc, Matrix.sub_mul, Matrix.one_mul,
      hP.2, sub_self, Matrix.zero_mul]
  have e : occVirt (F - h) P = occVirt F P := by
    unfold occVirt
    rw [Matrix.mul_sub, Matrix.sub_mul, hz, sub_zero]
  rw [e]
  exact relaxation_le hF hP hQ hN hD hgap
```

When the occupied orbitals are eigenvectors of a Kohn–Sham matrix h, P commutes with h. Then

(1−P)hP = (1−P)Ph = 0,

and F and F − h have the same occupied-virtual block. In exchange-only OEP, with both matrices built from the same orbitals, F − h is the non-local exchange operator minus the local exchange potential. The bound then measures how differently the two couple occupied to virtual orbitals.

The conditions on F, P and Q are those of the relaxation bound. Of h, the theorem uses only that it commutes with P. It does not require h to contain a local potential or to solve the OEP equation, and D still refers to F.

## Two levels, worked through

```lean
/-- A two-level Fock matrix with diagonal elements 0 and D and coupling t D. -/
def fock₂ (t D : ℝ) : Matrix (Fin 2) (Fin 2) ℝ := !![0, t * D; t * D, D]
```

The two orbitals have diagonal energies 0 and D, and their coupling is t D, with t a real number.

```lean
/-- The projector onto the first of two orbitals. -/
def lower₂ : Matrix (Fin 2) (Fin 2) ℝ := !![1, 0; 0, 0]
```

One electron occupies the first orbital.

```lean
/-- The projector onto the mixed orbital proportional to (1, -t). -/
def mixed₂ (t : ℝ) : Matrix (Fin 2) (Fin 2) ℝ := (1 + t ^ 2)⁻¹ • !![1, -t; -t, t ^ 2]
```

The comparison determinant occupies the normalised orbital (1, −t)/√(1+t²). The ratio −t is the first-order perturbative amplitude, minus the coupling divided by the level spacing.

```lean
/-- The two-level model meets all hypotheses of the relaxation bound, and its energy gain is
the bound divided by 1 + t². -/
theorem relaxation_witness (t : ℝ) {D : ℝ} (hD : 0 < D) :
    (fock₂ t D)ᵀ = fock₂ t D ∧ IsProjector lower₂ ∧ IsProjector (mixed₂ t) ∧
    lower₂.trace = (mixed₂ t).trace ∧ HasGap (fock₂ t D) lower₂ 0 D ∧
    energy (fock₂ t D) lower₂ - energy (fock₂ t D) (mixed₂ t) =
      frobSq (occVirt (fock₂ t D) lower₂) / D / (1 + t ^ 2) := by
  have hu : (1 + t ^ 2 : ℝ) ≠ 0 := by positivity
  have hform : ∀ x : Fin 2 → ℝ,
      x ⬝ᵥ fock₂ t D *ᵥ x = 2 * t * D * x 0 * x 1 + D * x 1 ^ 2 := fun x => by
    simp [fock₂, Matrix.mulVec, dotProduct, Fin.sum_univ_two]
    ring
  have hnorm : ∀ x : Fin 2 → ℝ, x ⬝ᵥ x = x 0 ^ 2 + x 1 ^ 2 := fun x => by
    simp only [dotProduct, Fin.sum_univ_two, sq]
  refine ⟨?_, ⟨?_, ?_⟩, ⟨?_, ?_⟩, ?_, ⟨fun x hx => ?_, fun x hx => ?_⟩, ?_⟩
  · ext i j; fin_cases i <;> fin_cases j <;> simp [fock₂]
  · ext i j; fin_cases i <;> fin_cases j <;> simp [lower₂]
  · ext i j; fin_cases i <;> fin_cases j <;> simp [lower₂, Matrix.mul_apply, Fin.sum_univ_two]
  · ext i j; fin_cases i <;> fin_cases j <;> simp [mixed₂]
  · have hM : (!![1, -t; -t, t ^ 2] : Matrix (Fin 2) (Fin 2) ℝ) * !![1, -t; -t, t ^ 2]
        = (1 + t ^ 2) • !![1, -t; -t, t ^ 2] := by
      ext i j
      fin_cases i <;> fin_cases j <;> simp [Matrix.mul_apply, Fin.sum_univ_two] <;> ring
    unfold mixed₂
    rw [Matrix.smul_mul, Matrix.mul_smul, hM, smul_smul (1 + t ^ 2)⁻¹ (1 + t ^ 2),
      inv_mul_cancel₀ hu, one_smul]
  · unfold lower₂ mixed₂
    rw [Matrix.trace_smul, Matrix.trace_fin_two_of, Matrix.trace_fin_two_of, smul_eq_mul,
      inv_mul_cancel₀ hu, add_zero]
  · have h1 : x 1 = 0 := by
      have h := congrFun hx 1
      simp [lower₂, Matrix.mulVec, dotProduct, Fin.sum_univ_two] at h
      linarith
    rw [hform, h1]
    apply le_of_eq
    ring
  · have h0 : x 0 = 0 := by
      have h := congrFun hx 0
      simp [lower₂, Matrix.mulVec, dotProduct, Fin.sum_univ_two] at h
      linarith
    rw [hform, hnorm, h0]
    apply le_of_eq
    ring
  · have hk : frobSq (occVirt (fock₂ t D) lower₂) = (t * D) ^ 2 := by
      simp [frobSq, occVirt, fock₂, lower₂, Matrix.mul_apply, Fin.sum_univ_two]
    have hd : (t * D) ^ 2 / D = D * t ^ 2 := by
      rw [div_eq_iff hD.ne']
      ring
    rw [hk, hd]
    simp [energy, fock₂, lower₂, mixed₂, Matrix.trace_fin_two]
    ring

end

end OEPRelaxation
```

The symbol `∧` means "and". The theorem assumes D > 0, confirms every other hypothesis of the bound for this model, with a = 0, and then evaluates the gain. By hand, tr(FP) = 0 and

tr(FQ) = (−2t²D + t²D)/(1+t²) = −t²D/(1+t²).

The bound is (tD)²/D = t²D, so the gain is the bound divided by 1 + t². As t tends to 0 with t ≠ 0, their ratio tends to 1, which rules out any general prefactor below 1. The proof checks the matrix identities element by element; `fin_cases` runs through the indices.

For D = 2 and t = 1/2, in any energy unit, F has rows (0, 1) and (1, 2), and Q has rows (0.8, −0.4) and (−0.4, 0.2). Therefore

tr(FQ) = 2·(−0.4) + 2·0.2 = −0.4.

The gain is 0.4 and the bound is 1²/2 = 0.5. Full diagonalisation gives the lowest eigenvalue 1 − √2 ≈ −0.414, a slightly larger gain that still respects the bound.

```lean
#print axioms OEPRelaxation.relaxation_le
#print axioms OEPRelaxation.energy_le_of_occVirt_eq_zero
#print axioms OEPRelaxation.relaxation_le_of_commute
```

```
'OEPRelaxation.relaxation_le' depends on axioms: [propext, Classical.choice, Quot.sound]
'OEPRelaxation.energy_le_of_occVirt_eq_zero' depends on axioms: [propext, Classical.choice, Quot.sound]
'OEPRelaxation.relaxation_le_of_commute' depends on axioms: [propext, Classical.choice, Quot.sound]
```
